# Unequal even counts under a symmetry of S make the overlap matrix of Bloch vectors and trial orbitals singular

Let a Hermitian operator \(J\) commute with the overlap operator \(S\), and take equally many Bloch vectors and trial orbitals, each either even or odd under \(J\). If the two sets have different numbers of even members, their matrix of \(S\)-overlaps is singular, and the trial orbitals projected on the Bloch vectors are linearly dependent.

This bears on the choice of starting projections for Wannier functions in PAW and ultrasoft calculations, at a single k-point that the symmetry maps to itself and with as many bands as trial orbitals.

## Vectors, overlaps and parity

The vectors live in a complex inner product space \(E\), possibly of infinite dimension, and \(J\) and \(S\) are linear maps on all of \(E\). The inner product is conjugate-linear in its first argument. In PAW, \(S\) turns products of pseudo wavefunctions into all-electron overlaps. It commutes with \(J\) when the atoms, projectors and augmentation terms share the symmetry. Neither \(J^2=1\) nor Hermiticity of \(S\) is assumed, so the usual parity involution is included.

In Lean `n` is a finite index type; write \(N\) for its number of elements. The Bloch vectors \(\psi_i\) stand for the Bloch states of the chosen bands at the k-point considered (in PAW, their pseudo wavefunctions), and the trial orbitals \(g_j\) for Bloch sums at the same k-point.

```lean
import Mathlib

open scoped InnerProductSpace
open Matrix

namespace TrialProjectionParity

noncomputable section

variable {E : Type*} [NormedAddCommGroup E] [InnerProductSpace ℂ E]
variable {n : Type*} [Fintype n] [DecidableEq n]
```

The overlap matrix is \(A_{ij}=\langle\psi_i,S g_j\rangle\), called `overlap S ψ g`.

```lean
/-- The matrix of S-overlaps between the Bloch vectors `ψ i` and the trial orbitals `g j`. -/
def overlap (S : E →ₗ[ℂ] E) (ψ g : n → E) : Matrix n n ℂ :=
  Matrix.of fun i j => ⟪ψ i, S (g j)⟫_ℂ
```

The projected orbitals are \(\varphi_j=\sum_i A_{ij}\psi_i\). This is the usual projection when the Bloch vectors are \(S\)-orthonormal, but the definition does not require that.

```lean
/-- The sum of the Bloch vectors `ψ i` with their S-overlaps with `g j` as coefficients. For
S-orthonormal Bloch vectors this is the projection of `g j` on them. -/
def projected (S : E →ₗ[ℂ] E) (ψ g : n → E) (j : n) : E :=
  ∑ i, overlap S ψ g i j • ψ i
```

`HasParity J P v` says that \(Jv_i=v_i\) for \(i\in P\) and \(Jv_i=-v_i\) for all other \(i\). Below, \(P\) labels the even Bloch vectors and \(Q\) the even trial orbitals, with sizes \(|P|\) and \(|Q|\).

```lean
/-- The vectors with index in `P` are even under `J`, all others are odd. -/
def HasParity (J : E →ₗ[ℂ] E) (P : Finset n) (v : n → E) : Prop :=
  (∀ i ∈ P, J (v i) = v i) ∧ ∀ i, i ∉ P → J (v i) = -v i
```

## (a) Overlap between different eigenvalues of J

**Task.** Let \(Jx=sx\) and \(Jy=ty\) with real \(s\neq t\). Show that
\[
\langle x,Sy\rangle=0 .
\]

**Solution.** Move \(J\) from the left vector to the right one, using first its Hermiticity and then \(JS=SJ\):
\[
\langle Jx,Sy\rangle=\langle x,JSy\rangle=\langle x,SJy\rangle .
\]
Since \(s\) is real, the left side is \(s\langle x,Sy\rangle\); the right side is \(t\langle x,Sy\rangle\). Hence \((s-t)\langle x,Sy\rangle=0\), and \(s-t\neq0\) can be divided out.

In Lean, Hermiticity is `J.IsSymmetric` and commutation is `hJS`. The step `h` is the displayed chain, `h0` is the factored equation, and the last line removes the nonzero factor.

```lean
/-- Selection rule: if the Hermitian operator `J` commutes with `S`, two vectors with different
real eigenvalues of `J` have zero S-overlap. -/
theorem selection_rule {J S : E →ₗ[ℂ] E} (hJ : J.IsSymmetric)
    (hJS : ∀ v, J (S v) = S (J v)) {x y : E} {s t : ℝ}
    (hx : J x = (s : ℂ) • x) (hy : J y = (t : ℂ) • y) (hst : s ≠ t) :
    ⟪x, S y⟫_ℂ = 0 := by
  -- move J from the left vector through S to the right vector
  have h : ⟪J x, S y⟫_ℂ = ⟪x, S (J y)⟫_ℂ := by rw [hJ x (S y), hJS]
  rw [hx, hy, map_smul, inner_smul_left, inner_smul_right, Complex.conj_ofReal] at h
  have h0 : ((s : ℂ) - t) * ⟪x, S y⟫_ℂ = 0 := by linear_combination h
  have hne : (s : ℂ) - t ≠ 0 := sub_ne_zero.mpr (by exact_mod_cast hst)
  exact (mul_eq_zero.mp h0).resolve_left hne
```

## (b) Determinant of a matrix with mismatched classes

**Task.** Let \(A\) be a square matrix with \(A_{ij}=0\) whenever exactly one of \(i\in P\), \(j\in Q\) holds, and let \(|P|\neq|Q|\). Show that
\[
\det A=0 .
\]

**Solution.** Write the determinant as a sum over permutations,
\[
\det A=\sum_\sigma \operatorname{sgn}(\sigma)\prod_j A_{\sigma(j)\,j}.
\]
Fix \(\sigma\). Suppose that for every \(j\) the conditions \(\sigma(j)\in P\) and \(j\in Q\) were equivalent. Then \(\sigma\) would map \(Q\) one-to-one onto \(P\), which would give \(|P|=|Q|\). So some \(j\) breaks the equivalence, the factor \(A_{\sigma(j)j}\) vanishes, and the whole product is zero. This holds for each \(\sigma\), so the sum is zero.

`Matrix.det_apply` supplies the permutation sum. The step `hex` finds the offending \(j\) by contradiction, with `Finset.card_equiv` comparing the sizes, and `hz` sets the product to zero.

```lean
/-- If a square matrix couples rows in `P` only to columns in `Q`, and rows outside `P` only to
columns outside `Q`, and `P` and `Q` differ in size, its determinant is zero. -/
theorem det_eq_zero_of_mismatch (A : Matrix n n ℂ) (P Q : Finset n)
    (hA : ∀ i j, ¬(i ∈ P ↔ j ∈ Q) → A i j = 0) (hcard : P.card ≠ Q.card) :
    A.det = 0 := by
  rw [Matrix.det_apply]
  refine Finset.sum_eq_zero fun σ _ => ?_
  -- a permutation cannot match sets of different size, so it meets a vanishing entry
  have hex : ∃ j, ¬(σ j ∈ P ↔ j ∈ Q) := by
    by_contra hall
    have hQP : Q.card = P.card := Finset.card_equiv σ fun j => by
      by_contra hj
      exact hall ⟨j, fun e => hj e.symm⟩
    exact hcard hQP.symm
  obtain ⟨j, hj⟩ := hex
  have hz : ∏ i, A (σ i) i = 0 := Finset.prod_eq_zero (Finset.mem_univ j) (hA _ _ hj)
  rw [hz, smul_zero]
```

## (c) Determinant of the S-overlap matrix

**Task.** Let the \(\psi_i\) be even exactly for the labels in \(P\) and the \(g_j\) for those in \(Q\), with the remaining vectors odd and \(|P|\neq|Q|\). Show that
\[
\det\big[\langle\psi_i,Sg_j\rangle\big]=0 .
\]

**Solution.** Suppose exactly one of \(i\in P\), \(j\in Q\) holds. Then one of \(\psi_i\), \(g_j\) has eigenvalue \(+1\) and the other \(-1\), so \(A_{ij}=0\) by (a). The matrix therefore has the pattern required in (b), and its determinant vanishes.

The smallest case is \(N=1\), with an even Bloch vector and an odd trial orbital or the reverse. The determinant is then the single entry \(A_{ij}\), and the statement reduces to the selection rule.

The Lean proof applies (b) first and then splits on `i ∈ P`, calling `selection_rule` with eigenvalues \(1,-1\) in one case and \(-1,1\) in the other. More bands than trial orbitals would give a rectangular matrix, to which this statement does not apply.

```lean
/-- Let the Hermitian operator `J` commute with `S`. If the Bloch vectors and the equally many
trial orbitals have definite parity under `J` but different numbers of even members, the
determinant of their S-overlap matrix is zero. -/
theorem det_overlap_eq_zero {J S : E →ₗ[ℂ] E} (hJ : J.IsSymmetric)
    (hJS : ∀ v, J (S v) = S (J v)) {ψ g : n → E} {P Q : Finset n}
    (hψ : HasParity J P ψ) (hg : HasParity J Q g) (hcard : P.card ≠ Q.card) :
    (overlap S ψ g).det = 0 := by
  refine det_eq_zero_of_mismatch _ P Q (fun i j hij => ?_) hcard
  change ⟪ψ i, S (g j)⟫_ℂ = 0
  by_cases hi : i ∈ P
  · have hj : j ∉ Q := fun hj => hij ⟨fun _ => hj, fun _ => hi⟩
    exact selection_rule hJ hJS (s := 1) (t := -1)
      (by simp [hψ.1 i hi]) (by simp [hg.2 j hj]) (by norm_num)
  · have hj : j ∈ Q := by
      by_contra hj
      exact hij ⟨fun h => absurd h hi, fun h => absurd h hj⟩
    exact selection_rule hJ hJS (s := -1) (t := 1)
      (by simp [hψ.2 i hi]) (by simp [hg.1 j hj]) (by norm_num)
```

## (d) The projected orbitals

**Task.** Under the hypotheses of (c), show that there are coefficients \(c_j\), not all zero, with
\[
\sum_j c_j\varphi_j=0 .
\]

**Solution.** Since \(\det A=0\), there is a vector \(c\neq0\) with \(Ac=0\). Exchanging the two finite sums gives
\[
\sum_j c_j\varphi_j=\sum_j c_j\sum_i A_{ij}\psi_i=\sum_i (Ac)_i\,\psi_i=0 .
\]

This is the failure of the projection gauge. For \(S\)-orthonormal Bloch vectors the \(S\)-overlaps of the projected orbitals form the matrix \(A^\dagger A\), which is singular too, so the factor \((A^\dagger A)^{-1/2}\) of Löwdin orthonormalisation does not exist. That consequence is drawn here by hand; the Lean theorem stops at linear dependence.

`Matrix.exists_mulVec_eq_zero_iff` provides \(c\), and the `calc` block is the exchange of sums.

```lean
/-- Let the Hermitian operator `J` commute with `S`. If the Bloch vectors and the equally many trial
orbitals have definite parity under `J` but different numbers of even members, the vectors
`projected S ψ g j` are linearly dependent. -/
theorem projected_linearly_dependent {J S : E →ₗ[ℂ] E} (hJ : J.IsSymmetric)
    (hJS : ∀ v, J (S v) = S (J v)) {ψ g : n → E} {P Q : Finset n}
    (hψ : HasParity J P ψ) (hg : HasParity J Q g) (hcard : P.card ≠ Q.card) :
    ¬ LinearIndependent ℂ (projected S ψ g) := by
  -- a null vector of the overlap matrix gives the vanishing combination
  obtain ⟨c, hc0, hc⟩ := Matrix.exists_mulVec_eq_zero_iff.mpr
    (det_overlap_eq_zero hJ hJS hψ hg hcard)
  rw [Fintype.not_linearIndependent_iff]
  refine ⟨c, ?_, Function.ne_iff.mp hc0⟩
  calc ∑ j, c j • projected S ψ g j = ∑ i, (overlap S ψ g *ᵥ c) i • ψ i := by
        simp only [projected, Finset.smul_sum, Matrix.mulVec, dotProduct, Finset.sum_smul,
          smul_smul]
        rw [Finset.sum_comm]
        exact Finset.sum_congr rfl fun i _ => Finset.sum_congr rfl fun j _ => by
          rw [mul_comm]
    _ = 0 := by simp [hc]
```

## (e) Symmetries with complex eigenvalues

**Task.** Let \(U\) satisfy \(\langle Ux,SUy\rangle=\langle x,Sy\rangle\) for all \(x,y\), and let \(U\psi_i=a_i\psi_i\) with \(|a_i|=1\) and \(Ug_j=b_jg_j\). Suppose some number \(c\) occurs a different number of times among the \(a_i\) than among the \(b_j\). Show that
\[
\det A=0\quad\text{if}\quad \#\{i:a_i=c\}\neq\#\{j:b_j=c\}.
\]

**Solution.** Invariance gives \(\overline{a_i}\,b_j A_{ij}=A_{ij}\). Multiply by \(a_i\) and use \(a_i\overline{a_i}=1\):
\[
(b_j-a_i)A_{ij}=0 .
\]
So \(A_{ij}=0\) unless \(a_i=b_j\). Take \(P=\{i:a_i=c\}\) and \(Q=\{j:b_j=c\}\). If exactly one of \(i\in P\), \(j\in Q\) holds, then \(a_i\neq b_j\) and the entry vanishes. Part (b) finishes the argument.

A threefold rotation acting on spinless orbitals, with eigenvalues that are cube roots of unity, is a typical \(U\). The condition \(|a_i|=1\) holds automatically when \(\langle\psi_i,S\psi_i\rangle\neq0\), as one sees by setting \(x=y=\psi_i\) in the invariance relation.

In Lean, `h` is the invariance relation, `h1` is \(a_i\overline{a_i}=1\), and `linear_combination` carries out the multiplication by \(a_i\).

```lean
/-- Let `U` preserve all S-overlaps, and let the Bloch vectors and trial orbitals be eigenvectors
of `U`, the former with eigenvalues of modulus one. If some eigenvalue `c` occurs a different
number of times in the two sets, the determinant of the S-overlap matrix is zero. -/
theorem det_overlap_eq_zero_of_symmetry {U S : E →ₗ[ℂ] E}
    (hU : ∀ x y, ⟪U x, S (U y)⟫_ℂ = ⟪x, S y⟫_ℂ) {ψ g : n → E} {a b : n → ℂ}
    (hψ : ∀ i, U (ψ i) = a i • ψ i) (ha : ∀ i, ‖a i‖ = 1)
    (hg : ∀ j, U (g j) = b j • g j) (c : ℂ)
    (hcard : (Finset.univ.filter fun i => a i = c).card ≠
      (Finset.univ.filter fun j => b j = c).card) :
    (overlap S ψ g).det = 0 := by
  refine det_eq_zero_of_mismatch _ _ _ (fun i j hij => ?_) hcard
  change ⟪ψ i, S (g j)⟫_ℂ = 0
  have hab : b j - a i ≠ 0 := fun e => hij (by simp [sub_eq_zero.mp e])
  have h := hU (ψ i) (g j)
  rw [hψ, hg, map_smul, inner_smul_left, inner_smul_right] at h
  have h1 : a i * (starRingEnd ℂ) (a i) = 1 := by
    rw [Complex.mul_conj, Complex.normSq_eq_norm_sq, ha]
    norm_num
  -- multiply the invariance relation by the phase of the Bloch vector
  have h0 : (b j - a i) * ⟪ψ i, S (g j)⟫_ℂ = 0 := by
    linear_combination a i * h - b j * ⟪ψ i, S (g j)⟫_ℂ * h1
  exact (mul_eq_zero.mp h0).resolve_left hab
```

## (f) Equal counts

**Task.** Let the \(\psi_i\) have the parities given by \(P\) and satisfy \(\langle\psi_i,S\psi_j\rangle=\delta_{ij}\), and let \(|P|=|Q|\). Find trial orbitals \(g_j\), even for \(j\in Q\) and odd otherwise, with
\[
\det\big[\langle\psi_i,Sg_j\rangle\big]\neq0 .
\]

**Solution.** Since \(|P|=|Q|\), there is a permutation \(\sigma\) of the labels that carries \(Q\) onto \(P\), and hence the complement of \(Q\) onto that of \(P\). Put \(g_j=\psi_{\sigma(j)}\). These vectors have the prescribed parities, and
\[
A_{ij}=\langle\psi_i,S\psi_{\sigma(j)}\rangle=\delta_{i\,\sigma(j)} .
\]
This is a permutation matrix, with determinant \(\operatorname{sgn}(\sigma)=\pm1\).

The result is one of existence. A given set of atomic orbitals with the right counts can still fail, for instance if one of them is \(S\)-orthogonal to every Bloch vector.

Lean builds \(\sigma\) by extending a bijection between \(Q\) and \(P\) with `extendSubtype`. The steps `hmem` and `hnot` give the parities, `hA` identifies the permutation matrix, and `Matrix.det_permute'` evaluates its determinant.

```lean
/-- For S-orthonormal Bloch vectors of definite parity, and any prescribed trial parities with the
same number of even members, there are trial orbitals of these parities whose S-overlap matrix has
nonzero determinant. -/
theorem exists_trial_of_card_eq {J S : E →ₗ[ℂ] E} {ψ : n → E} {P Q : Finset n}
    (hψ : HasParity J P ψ) (hS : ∀ i j, ⟪ψ i, S (ψ j)⟫_ℂ = if i = j then 1 else 0)
    (hcard : P.card = Q.card) :
    ∃ g : n → E, HasParity J Q g ∧ (overlap S ψ g).det ≠ 0 := by
  -- a permutation that carries Q onto P
  let e : {x // x ∈ Q} ≃ {x // x ∈ P} := Finset.equivOfCardEq hcard.symm
  let σ : Equiv.Perm n := e.extendSubtype
  have hmem : ∀ j ∈ Q, σ j ∈ P := fun j hj => e.extendSubtype_mem j hj
  have himg : Q.image σ = P := by
    apply Finset.eq_of_subset_of_card_le
    · intro x hx
      obtain ⟨j, hj, rfl⟩ := Finset.mem_image.mp hx
      exact hmem j hj
    · rw [Finset.card_image_of_injective Q σ.injective, hcard]
  have hnot : ∀ j, j ∉ Q → σ j ∉ P := by
    intro j hj hP
    rw [← himg] at hP
    obtain ⟨k, hk, hkj⟩ := Finset.mem_image.mp hP
    exact hj (σ.injective hkj ▸ hk)
  refine ⟨fun j => ψ (σ j), ⟨fun j hj => hψ.1 _ (hmem j hj),
    fun j hj => hψ.2 _ (hnot j hj)⟩, ?_⟩
  have hA : overlap S ψ (fun j => ψ (σ j)) = (1 : Matrix n n ℂ).submatrix id σ := by
    ext i j
    simp [overlap, hS, Matrix.one_apply]
  rw [hA, Matrix.det_permute']
  rcases Int.units_eq_one_or (Equiv.Perm.sign σ) with h | h <;> simp [h]
```

## (g) A mirror on three sites

**Task.** On \(\mathbb C^3\), with components numbered from 0, let
\[
Mv=(v_1,v_0,v_2),\qquad Sv=(2v_0+v_1,\;v_0+2v_1,\;v_2).
\]

```lean
/-- The mirror that exchanges the first two of three sites. -/
def mirror : EuclideanSpace ℂ (Fin 3) →ₗ[ℂ] EuclideanSpace ℂ (Fin 3) where
  toFun v := !₂[v 1, v 0, v 2]
  map_add' x y := by ext i; fin_cases i <;> simp
  map_smul' c x := by ext i; fin_cases i <;> simp

/-- An overlap operator that couples the first two of three sites. -/
def metric : EuclideanSpace ℂ (Fin 3) →ₗ[ℂ] EuclideanSpace ℂ (Fin 3) where
  toFun v := !₂[2 * v 0 + v 1, v 0 + 2 * v 1, v 2]
  map_add' x y := by ext i; fin_cases i <;> simp <;> ring
  map_smul' c x := by ext i; fin_cases i <;> simp <;> ring
```

Take \(\psi_0=(1,1,0)\), \(\psi_1=(0,0,1)\), \(g_0=(0,0,1)\), \(g_1=(1,-1,0)\). Show that \(M\) is Hermitian and that
\[
MS=SM,\quad M\psi_0=\psi_0,\quad M\psi_1=\psi_1,\quad Mg_0=g_0,\quad Mg_1=-g_1 .
\]

**Solution.** Hermiticity follows from
\[
\langle Mx,y\rangle=\overline{x_1}y_0+\overline{x_0}y_1+\overline{x_2}y_2=\langle x,My\rangle .
\]
Both \(MSv\) and \(SMv\) equal \((v_0+2v_1,\;2v_0+v_1,\;v_2)\). Exchanging the first two components leaves \(\psi_0,\psi_1,g_0\) unchanged and reverses \(g_1\).

Thus \(P=\{0,1\}\) and \(Q=\{0\}\), with sizes 2 and 1, and (c) applies. Direct evaluation agrees:
\[
A=\begin{pmatrix}0&0\\1&0\end{pmatrix},\qquad \varphi_0=\psi_1,\qquad \varphi_1=0 .
\]
The \(S\)-normalised forms of \(\psi_0\) and \(g_1\) are \((1,1,0)/\sqrt6\) and \((1,-1,0)/\sqrt2\); the other two vectors are already normalised, and \(A\) is the same with the normalised vectors.

The Lean theorem states the Hermiticity, the commutation and the parities. It proves the first by writing out the inner products as sums, and checks the other two component by component with `fin_cases` and `simp`.

```lean
/-- The mirror is Hermitian and commutes with the overlap operator `metric`; of the two pairs of
vectors shown, the first has two even members and the second has one even and one odd. -/
theorem det_overlap_eq_zero_witness :
    mirror.IsSymmetric ∧ (∀ v, mirror (metric v) = metric (mirror v)) ∧
    HasParity mirror (Finset.univ : Finset (Fin 2)) ![!₂[1, 1, 0], !₂[0, 0, 1]] ∧
    HasParity mirror ({0} : Finset (Fin 2)) ![!₂[0, 0, 1], !₂[1, -1, 0]] := by
  refine ⟨fun x y => ?_, fun v => ?_, ⟨fun i _ => ?_, fun i hi => ?_⟩,
    ⟨fun i hi => ?_, fun i hi => ?_⟩⟩
  · simp [mirror, PiLp.inner_apply, Fin.sum_univ_three]
    ring
  · ext i
    fin_cases i <;> simp [mirror, metric] <;> ring
  · ext k
    fin_cases i <;> fin_cases k <;> simp [mirror]
  · exact absurd (Finset.mem_univ i) hi
  · obtain rfl := Finset.mem_singleton.mp hi
    ext k
    fin_cases k <;> simp [mirror]
  · have h1 : i = 1 := by
      have h0 : i ≠ 0 := fun h => hi (Finset.mem_singleton.mpr h)
      omega
    subst h1
    ext k
    fin_cases k <;> simp [mirror]

end

end TrialProjectionParity
```

```lean
#print axioms TrialProjectionParity.projected_linearly_dependent
#print axioms TrialProjectionParity.det_overlap_eq_zero_of_symmetry
#print axioms TrialProjectionParity.exists_trial_of_card_eq
```

```
'TrialProjectionParity.projected_linearly_dependent' depends on axioms: [propext, Classical.choice, Quot.sound]
'TrialProjectionParity.det_overlap_eq_zero_of_symmetry' depends on axioms: [propext, Classical.choice, Quot.sound]
'TrialProjectionParity.exists_trial_of_card_eq' depends on axioms: [propext, Classical.choice, Quot.sound]
```
